# Wagner's linear formalism obeys Gibbs-Duhem on an open set of compositions only if all interaction coefficients are equal

## From a table of coefficients to a solvent activity

A melt calculation often starts from a table of first-order interaction coefficients ε_ij, taken here on the mole-fraction scale with natural logarithms (coefficients per mass percent must be converted first), and needs the solvent activity or the Gibbs energy at finite solute content. One consistent way to get them is to check that the matrix ε is symmetric and to add the logarithm of the solvent activity coefficient to every solute expression. Without the added term, the expressions for two or more solutes fit no solvent activity at all unless all the coefficients are equal.

Let x_i be the mole fractions of the solutes, S = Σ_i x_i their sum and 1 − S the solvent fraction. Let g be the natural logarithm of the solvent activity coefficient, and f_i that of solute i minus its value at infinite dilution. Wagner's formalism sets

f_i = Σ_j ε_ij x_j.

At fixed temperature and pressure, the Gibbs-Duhem equation is

(1 − S) dg + Σ_i x_i df_i = 0.

Take two solutes, numbered 2 and 3, with ε_22 = ε_33 = 0 and ε_23 = ε_32 = 10. Integrate dg from the pure solvent, where g = 0, to x_2 = 0.1, x_3 = 0.2. Raising x_2 to 0.1 first, and then x_3 at fixed x_2, gives

g = −10 · 0.1 · ln(0.9/0.7) ≈ −0.251,

and raising x_3 to 0.2 first, and then x_2 at fixed x_3, gives

g = −10 · 0.2 · ln(0.8/0.7) ≈ −0.267.

The answer depends on the path, so no function g exists.

## What is claimed, and in which terms

`wagner_consistent_iff` says: on any nonempty open set U of compositions, however small, a solvent function satisfying Gibbs-Duhem with Wagner's f_i exists if and only if all ε_ij are equal. `wagner_two_solutes` is the case of two solutes on the whole triangle x_2, x_3 > 0, x_2 + x_3 < 1. Lean's indices 0 and 1 there stand for solutes 2 and 3.

`unified_consistent_iff` treats the corrected expressions f_i = g + Σ_j ε_ij x_j, known as the unified formalism. For these, a solvent function exists on a nonempty open set if and only if ε is symmetric.

The objects correspond to the physics as follows.

- `ι` is the finite set of solutes. The solvent is not a member, and its fraction is always 1 − S.
- `compositions ι` requires positive solute fractions and a positive solvent fraction.
- `GibbsDuhemOn U g f` requires g and every f_i to be differentiable at each point of U, and the Gibbs-Duhem equation to hold there between their differentials.
- `Pi.single k 1` is the direction in which x_k grows at the expense of the solvent.
- `excessGibbs` is the molar excess Gibbs energy divided by RT, with solutes referred to infinite dilution.

The theorems concern exact consistency with first-order coefficients. They don't cover second-order coefficients or the size of the error in a dilute melt.

## Why the coefficients must be equal

Let G = (1 − S) g + Σ_i x_i f_i. The product rule gives

dG = [(1 − S) dg + Σ_i x_i df_i] + Σ_j (f_j − g) dx_j.

The bracket vanishes by Gibbs-Duhem, so ∂G/∂x_j = f_j − g. Writing ∂_k for ∂/∂x_k, equality of the mixed second derivatives is the Maxwell relation

∂_k f_j − ∂_k g = ∂_j f_k − ∂_j g.

For Wagner's expressions ∂_k f_j = ε_jk, hence

ε_jk − ε_kj = ∂_k g − ∂_j g.

The k-component of Gibbs-Duhem reads

(1 − S) ∂_k g = −Σ_i x_i ε_ik.

Multiplying the previous relation by 1 − S and inserting this for k and for j gives

(ε_jk − ε_kj)(1 − S) = Σ_i x_i (ε_ij − ε_ik).

This has the form c(1 − S) = Σ_i x_i d_i with constants c and d_i, and it holds throughout U. Raising one x_i by a small t changes the left side by −ct and the right side by t d_i, so d_i = −c for every i. The relation then becomes c(1 − S) = −cS, so c = 0 and all d_i = 0. Thus ε is symmetric and each of its rows is constant. For any solute a,

ε_ij = ε_ia = ε_ai = ε_aa,

and all coefficients are equal.

Conversely, if every ε_ij equals e, then f_i = eS, and

g = e [S + ln(1 − S)]

has dg = −e S/(1 − S) dS, which cancels Σ_i x_i df_i = e S dS after multiplication by 1 − S.

With a single solute there is only one coefficient, so Wagner's expression is always consistent. The conflict starts with the second solute.

## What the added solvent term repairs

With f_i = g + Σ_j ε_ij x_j, the derivatives of g cancel from the Maxwell relation, which leaves ε_jk = ε_kj. Conversely, for symmetric ε take

g = −½ Σ_ij ε_ij x_i x_j, so that dg = −Σ_ij x_i ε_ij dx_j.

The terms in dg now add up to (1 − S) dg + S dg = dg, and Gibbs-Duhem becomes

dg + Σ_ij x_i ε_ij dx_j = 0,

which holds.

In code this takes three lines, where `lnGamma0` holds the values at infinite dilution:

```
q = eps @ x
lnGammaSolvent = -0.5 * (x @ q)
lnGammaSolute = lnGamma0 + lnGammaSolvent + q
```

Since the added term is quadratic, the slopes at infinite dilution are still the tabulated ε_ij.

## The Lean file

```lean
import Mathlib

open scoped Topology

namespace WagnerFormalism

noncomputable section

variable {ι : Type*} [Fintype ι]

/-- Solute mole fractions that are all positive and leave a positive solvent fraction. -/
def compositions (ι : Type*) [Fintype ι] : Set (ι → ℝ) :=
  {x | (∀ i, 0 < x i) ∧ ∑ i, x i < 1}

/-- The differential of the mole fraction of solute `j`. -/
abbrev dx (j : ι) : (ι → ℝ) →L[ℝ] ℝ := ContinuousLinearMap.proj j

/-- The solvent function `g` and solute functions `f i` (logarithms of activity coefficients)
are differentiable on `U` and obey the Gibbs-Duhem equation there. -/
def GibbsDuhemOn (U : Set (ι → ℝ)) (g : (ι → ℝ) → ℝ) (f : ι → (ι → ℝ) → ℝ) : Prop :=
  ∀ x ∈ U, DifferentiableAt ℝ g x ∧ (∀ i, DifferentiableAt ℝ (f i) x) ∧
    (1 - ∑ i, x i) • fderiv ℝ g x + ∑ i, x i • fderiv ℝ (f i) x = 0

/-- The molar excess Gibbs energy in units of `RT`. -/
def excessGibbs (g : (ι → ℝ) → ℝ) (f : ι → (ι → ℝ) → ℝ) (x : ι → ℝ) : ℝ :=
  (1 - ∑ i, x i) * g x + ∑ i, x i * f i x

/-- Wagner's linear expression for solute `i`, relative to infinite dilution. -/
def wagner (ε : Matrix ι ι ℝ) (i : ι) (x : ι → ℝ) : ℝ := ∑ j, ε i j * x j

/-- The unified formalism: the solvent function is added to Wagner's linear expression. -/
def unified (g : (ι → ℝ) → ℝ) (ε : Matrix ι ι ℝ) (i : ι) (x : ι → ℝ) : ℝ :=
  g x + wagner ε i x

/-- The solvent function for a single common interaction coefficient `e`. -/
def commonSolvent (e : ℝ) (x : ι → ℝ) : ℝ := e * (∑ i, x i + Real.log (1 - ∑ i, x i))

/-- The quadratic solvent function of the unified formalism. -/
def quadraticSolvent (ε : Matrix ι ι ℝ) (x : ι → ℝ) : ℝ :=
  (-1 / 2) * ∑ i, x i * wagner ε i x

/-- Under Gibbs-Duhem, the slope of the excess Gibbs energy along each solute fraction is
the solute function minus the solvent function. -/
theorem hasFDerivAt_excessGibbs {U : Set (ι → ℝ)} {g : (ι → ℝ) → ℝ}
    {f : ι → (ι → ℝ) → ℝ} (h : GibbsDuhemOn U g f) {x : ι → ℝ} (hx : x ∈ U) :
    HasFDerivAt (excessGibbs g f) (∑ j, (f j x - g x) • dx j) x := by
  obtain ⟨hg, hf, hgd⟩ := h x hx
  have hc : ∀ i, HasFDerivAt (fun y : ι → ℝ => y i) (dx i) x := fun i => (dx i).hasFDerivAt
  have hS : HasFDerivAt (fun y : ι → ℝ => ∑ i, y i) (∑ i, dx i) x :=
    HasFDerivAt.fun_sum fun i _ => hc i
  have h1 : HasFDerivAt (fun y : ι → ℝ => (1 - ∑ i, y i) * g y)
      ((1 - ∑ i, x i) • fderiv ℝ g x + g x • (-∑ i, dx i)) x :=
    (hS.const_sub 1).mul hg.hasFDerivAt
  have h2 : ∀ i, HasFDerivAt (fun y : ι → ℝ => y i * f i y)
      (x i • fderiv ℝ (f i) x + f i x • dx i) x := fun i => (hc i).mul (hf i).hasFDerivAt
  have h3 : HasFDerivAt (fun y : ι → ℝ => ∑ i, y i * f i y)
      (∑ i, (x i • fderiv ℝ (f i) x + f i x • dx i)) x := HasFDerivAt.fun_sum fun i _ => h2 i
  have h4 : HasFDerivAt (excessGibbs g f) _ x := h1.add h3
  refine h4.congr_fderiv ?_
  -- the Gibbs-Duhem combination drops out of the product rule
  simp only [sub_smul _ _ (dx _), Finset.sum_sub_distrib, Finset.sum_add_distrib,
    ← Finset.smul_sum]
  linear_combination (norm := module) hgd

/-- Maxwell relation between the solute functions `f j` and `f k`, each taken relative to
the solvent function. -/
theorem maxwell_relation [DecidableEq ι] {U : Set (ι → ℝ)} (hU : IsOpen U)
    {g : (ι → ℝ) → ℝ} {f : ι → (ι → ℝ) → ℝ} (h : GibbsDuhemOn U g f)
    {x : ι → ℝ} (hx : x ∈ U) (j k : ι) :
    fderiv ℝ (f j) x (Pi.single k 1) - fderiv ℝ g x (Pi.single k 1) =
      fderiv ℝ (f k) x (Pi.single j 1) - fderiv ℝ g x (Pi.single j 1) := by
  obtain ⟨hg, hf, -⟩ := h x hx
  have h1 : ∀ᶠ y in 𝓝 x,
      HasFDerivAt (excessGibbs g f) (∑ j, (f j y - g y) • dx j) y := by
    filter_upwards [hU.mem_nhds hx] with y hy using hasFDerivAt_excessGibbs h hy
  have h0 : ∀ i, HasFDerivAt (fun y => f i y - g y) (fderiv ℝ (f i) x - fderiv ℝ g x) x :=
    fun i => (hf i).hasFDerivAt.sub hg.hasFDerivAt
  have h2 : HasFDerivAt (fun y => ∑ j, (f j y - g y) • dx j)
      (∑ j, (fderiv ℝ (f j) x - fderiv ℝ g x).smulRight (dx j)) x :=
    HasFDerivAt.fun_sum fun i _ => (h0 i).smul_const (dx i)
  -- second derivatives of the excess Gibbs energy commute
  have h3 := second_derivative_symmetric_of_eventually h1 h2 (Pi.single k 1) (Pi.single j 1)
  simpa [sum_apply, Pi.single_apply] using h3

/-- The differential of Wagner's expression has the interaction coefficients as components. -/
theorem hasFDerivAt_wagner (ε : Matrix ι ι ℝ) (i : ι) (x : ι → ℝ) :
    HasFDerivAt (wagner ε i) (∑ j, ε i j • dx j) x := by
  have h : ∀ j, HasFDerivAt (fun y : ι → ℝ => ε i j * y j) (ε i j • dx j) x :=
    fun j => (dx j).hasFDerivAt.const_mul (ε i j)
  have h' : HasFDerivAt (fun y : ι → ℝ => ∑ j, ε i j * y j) (∑ j, ε i j • dx j) x :=
    HasFDerivAt.fun_sum fun j _ => h j
  exact h'

/-- The interaction coefficient is the slope of solute function `i` along solute `k`. -/
theorem fderiv_wagner_single [DecidableEq ι] (ε : Matrix ι ι ℝ) (i k : ι) (x : ι → ℝ) :
    fderiv ℝ (wagner ε i) x (Pi.single k 1) = ε i k := by
  rw [(hasFDerivAt_wagner ε i x).fderiv]
  simp [sum_apply, Pi.single_apply]

/-- An affine relation between mole fractions that holds on a nonempty open set of
compositions has vanishing coefficients. -/
theorem affine_coeffs {U : Set (ι → ℝ)} (hU : IsOpen U) (hne : U.Nonempty) (c : ℝ)
    (d : ι → ℝ) (h : ∀ x ∈ U, c * (1 - ∑ i, x i) = ∑ i, x i * d i) :
    c = 0 ∧ ∀ i, d i = 0 := by
  classical
  obtain ⟨x, hx⟩ := hne
  have h0 := h x hx
  have hd : ∀ i, d i = -c := by
    intro i
    -- add a little of solute `i` and compare
    have hcont : Continuous fun t : ℝ => x + t • (Pi.single i 1 : ι → ℝ) := by fun_prop
    have hmem := hcont.continuousAt.preimage_mem_nhds (x := 0)
      (hU.mem_nhds (by simpa using hx))
    obtain ⟨r, hr, hball⟩ := Metric.mem_nhds_iff.1 hmem
    have hr2 : r / 2 ∈ Metric.ball (0 : ℝ) r := by
      rw [Metric.mem_ball, Real.dist_eq, sub_zero, abs_of_pos (half_pos hr)]
      exact half_lt_self hr
    have ht : x + (r / 2) • (Pi.single i 1 : ι → ℝ) ∈ U := hball hr2
    have h1 := h _ ht
    have e1 : ∑ j, (r / 2) * (Pi.single i 1 : ι → ℝ) j = r / 2 := by simp [Pi.single_apply]
    have e2 : ∑ j, (r / 2) * (Pi.single i 1 : ι → ℝ) j * d j = r / 2 * d i := by
      simp [Pi.single_apply]
    simp only [Pi.add_apply, Pi.smul_apply, smul_eq_mul, add_mul,
      Finset.sum_add_distrib] at h1
    rw [e1, e2] at h1
    have h2 : r / 2 * (d i + c) = 0 := by linear_combination h0 - h1
    have h3 := (mul_eq_zero.1 h2).resolve_left (half_pos hr).ne'
    linarith
  have hc : c = 0 := by
    simp only [hd, ← Finset.sum_mul] at h0
    linear_combination h0
  exact ⟨hc, fun i => by rw [hd i, hc, neg_zero]⟩

/-- On any nonempty open set of compositions, Wagner's linear formalism admits a solvent
function obeying Gibbs-Duhem if and only if all interaction coefficients are equal. -/
theorem wagner_consistent_iff {U : Set (ι → ℝ)} (hU : IsOpen U) (hne : U.Nonempty)
    (hsub : U ⊆ compositions ι) (ε : Matrix ι ι ℝ) :
    (∃ g, GibbsDuhemOn U g (wagner ε)) ↔ ∃ e, ∀ i j, ε i j = e := by
  classical
  constructor
  · rintro ⟨g, h⟩
    have key : ∀ j k, ∀ x ∈ U,
        (ε j k - ε k j) * (1 - ∑ i, x i) = ∑ i, x i * (ε i j - ε i k) := by
      intro j k x hx
      have hm := maxwell_relation hU h hx j k
      obtain ⟨-, -, hgd⟩ := h x hx
      have hk : ∀ k, (1 - ∑ i, x i) * fderiv ℝ g x (Pi.single k 1)
          + ∑ i, x i * ε i k = 0 := by
        intro k
        have h1 := congrArg (fun L : (ι → ℝ) →L[ℝ] ℝ => L (Pi.single k 1)) hgd
        simpa [sum_apply, fderiv_wagner_single] using h1
      simp only [fderiv_wagner_single] at hm
      simp only [mul_sub, Finset.sum_sub_distrib]
      linear_combination (1 - ∑ i, x i) * hm + hk k - hk j
    have hz := fun j k => affine_coeffs hU hne (ε j k - ε k j)
      (fun i => ε i j - ε i k) (key j k)
    have hsymm : ∀ j k, ε j k = ε k j := fun j k => sub_eq_zero.1 (hz j k).1
    have hrow : ∀ i j k, ε i j = ε i k := fun i j k => sub_eq_zero.1 ((hz j k).2 i)
    rcases isEmpty_or_nonempty ι with hι | ⟨⟨a⟩⟩
    · exact ⟨0, fun i => isEmptyElim i⟩
    · exact ⟨ε a a, fun i j => (hrow i j a).trans ((hsymm i a).trans (hrow a i a))⟩
  · rintro ⟨e, he⟩
    refine ⟨commonSolvent e, fun x hx => ?_⟩
    obtain ⟨-, hlt⟩ := hsub hx
    have hpos : 1 - ∑ i, x i ≠ 0 := (sub_pos.2 hlt).ne'
    have hS : HasFDerivAt (fun y : ι → ℝ => ∑ i, y i) (∑ i, dx i) x :=
      HasFDerivAt.fun_sum fun i _ => (dx i).hasFDerivAt
    have hg : HasFDerivAt (commonSolvent e)
        (e • (∑ i, dx i + (1 - ∑ i, x i)⁻¹ • (-∑ i, dx i))) x :=
      (hS.add ((hS.const_sub 1).log hpos)).const_mul e
    have hw : ∀ i, fderiv ℝ (wagner ε i) x = e • ∑ j, dx j := by
      intro i
      rw [(hasFDerivAt_wagner ε i x).fderiv]
      simp only [he, Finset.smul_sum]
    refine ⟨hg.differentiableAt, fun i => (hasFDerivAt_wagner ε i x).differentiableAt, ?_⟩
    rw [hg.fderiv]
    simp only [hw, ← Finset.sum_smul]
    have hi := mul_inv_cancel₀ hpos
    generalize (1 - ∑ i, x i)⁻¹ = r at hi ⊢
    generalize (∑ i, dx i : (ι → ℝ) →L[ℝ] ℝ) = D
    calc _ = (e * (1 - (1 - ∑ i, x i) * r)) • D := by module
      _ = 0 := by rw [hi]; simp

/-- With two solutes on the whole composition triangle, a solvent function obeying
Gibbs-Duhem exists if and only if the four interaction coefficients are equal. -/
theorem wagner_two_solutes (e22 e23 e32 e33 : ℝ) :
    (∃ g, GibbsDuhemOn (compositions (Fin 2)) g (wagner !![e22, e23; e32, e33])) ↔
      e22 = e23 ∧ e23 = e32 ∧ e32 = e33 := by
  have hopen : IsOpen (compositions (Fin 2)) := by
    have h1 : IsOpen {x : Fin 2 → ℝ | ∀ i, 0 < x i} := by
      simp only [Set.ofPred_forall]
      exact isOpen_iInter_of_finite fun i => isOpen_lt continuous_const (continuous_apply i)
    have h2 : IsOpen {x : Fin 2 → ℝ | ∑ i, x i < 1} := by
      have hc : Continuous fun x : Fin 2 → ℝ => ∑ i, x i :=
        continuous_finsetSum _ fun i _ => continuous_apply i
      exact isOpen_lt hc continuous_const
    exact h1.inter h2
  have hne : (compositions (Fin 2)).Nonempty := by
    refine ⟨fun _ => 1 / 4, ?_⟩
    norm_num [compositions]
  rw [wagner_consistent_iff hopen hne subset_rfl]
  constructor
  · rintro ⟨e, h⟩
    have a : e22 = e := h 0 0
    have b : e23 = e := h 0 1
    have c : e32 = e := h 1 0
    have d : e33 = e := h 1 1
    exact ⟨a.trans b.symm, b.trans c.symm, c.trans d.symm⟩
  · rintro ⟨h1, h2, h3⟩
    refine ⟨e22, fun i j => ?_⟩
    fin_cases i <;> fin_cases j <;> simp <;> linarith

/-- The unified formalism admits a solvent function obeying Gibbs-Duhem on a nonempty open
set if and only if the matrix of interaction coefficients is symmetric. -/
theorem unified_consistent_iff {U : Set (ι → ℝ)} (hU : IsOpen U) (hne : U.Nonempty)
    (ε : Matrix ι ι ℝ) : (∃ g, GibbsDuhemOn U g (unified g ε)) ↔ ε.IsSymm := by
  classical
  constructor
  · rintro ⟨g, h⟩
    obtain ⟨x, hx⟩ := hne
    have hu : ∀ j, fderiv ℝ (unified g ε j) x = fderiv ℝ g x + fderiv ℝ (wagner ε j) x := by
      intro j
      have h1 : HasFDerivAt (unified g ε j) (fderiv ℝ g x + fderiv ℝ (wagner ε j) x) x :=
        (h x hx).1.hasFDerivAt.add (hasFDerivAt_wagner ε j x).differentiableAt.hasFDerivAt
      exact h1.fderiv
    refine Matrix.IsSymm.ext fun j k => ?_
    have hm := maxwell_relation hU h hx j k
    simp only [hu, add_apply, fderiv_wagner_single] at hm
    linarith
  · intro hε
    refine ⟨quadraticSolvent ε, fun x _ => ?_⟩
    -- symmetry of the coefficients makes the two halves of the quadratic form agree
    have hsym : ∑ i, wagner ε i x • dx i = ∑ i, x i • ∑ j, ε i j • dx j := by
      simp only [wagner, Finset.sum_smul, Finset.smul_sum, smul_smul]
      rw [Finset.sum_comm]
      refine Finset.sum_congr rfl fun i _ => Finset.sum_congr rfl fun j _ => ?_
      rw [hε.apply i j, mul_comm]
    have h1 : ∀ i, HasFDerivAt (fun y : ι → ℝ => y i * wagner ε i y)
        (x i • (∑ j, ε i j • dx j) + wagner ε i x • dx i) x :=
      fun i => (dx i).hasFDerivAt.mul (hasFDerivAt_wagner ε i x)
    have h2 : HasFDerivAt (fun y : ι → ℝ => ∑ i, y i * wagner ε i y)
        (∑ i, (x i • (∑ j, ε i j • dx j) + wagner ε i x • dx i)) x :=
      HasFDerivAt.fun_sum fun i _ => h1 i
    have h3 : HasFDerivAt (quadraticSolvent ε) _ x := h2.const_mul (-1 / 2)
    have hg : HasFDerivAt (quadraticSolvent ε) (-∑ i, x i • ∑ j, ε i j • dx j) x :=
      h3.congr_fderiv (by rw [Finset.sum_add_distrib, hsym]; module)
    have hu : ∀ i, HasFDerivAt (unified (quadraticSolvent ε) ε i)
        (-(∑ i, x i • ∑ j, ε i j • dx j) + ∑ j, ε i j • dx j) x :=
      fun i => hg.add (hasFDerivAt_wagner ε i x)
    refine ⟨hg.differentiableAt, fun i => (hu i).differentiableAt, ?_⟩
    have hu' := fun i => (hu i).fderiv
    rw [hg.fderiv]
    simp only [hu', smul_add, Finset.sum_add_distrib, ← Finset.sum_smul]
    module

end

end WagnerFormalism
```

```lean
#print axioms WagnerFormalism.wagner_consistent_iff
#print axioms WagnerFormalism.wagner_two_solutes
#print axioms WagnerFormalism.unified_consistent_iff
```

```
'WagnerFormalism.wagner_consistent_iff' depends on axioms: [propext, Classical.choice, Quot.sound]
'WagnerFormalism.wagner_two_solutes' depends on axioms: [propext, Classical.choice, Quot.sound]
'WagnerFormalism.unified_consistent_iff' depends on axioms: [propext, Classical.choice, Quot.sound]
```

## How the proof follows the derivation

`hasFDerivAt_excessGibbs` is the formula for dG. It assembles the product rule term by term, and the final `linear_combination` uses the Gibbs-Duhem hypothesis `hgd` to remove the bracket.

`maxwell_relation` applies Mathlib's symmetry of second derivatives. That theorem needs the formula for dG in a whole neighbourhood of x, which openness of U supplies, and the derivative of f_j − g at x itself. Evaluating along directions k and j gives the relation in components.

`hasFDerivAt_wagner` and `fderiv_wagner_single` state that ∂_k f_i = ε_ik. `affine_coeffs` is the comparison of coefficients: it finds a ball of radius r inside which one solute fraction may vary, and takes the step t = r/2.

In `wagner_consistent_iff`, `key` is the affine identity, obtained by combining the Maxwell relation `hm` with the components `hk k` and `hk j` of Gibbs-Duhem. Then `hsymm` and `hrow` give the symmetry and the constant rows, and the chain through ε_aa finishes this direction. The converse differentiates `commonSolvent`; the assumption that U lies in `compositions ι` keeps 1 − S positive there.

`wagner_two_solutes` checks that the triangle is open and nonempty, then reads off the four matrix entries. In `unified_consistent_iff`, `hm` yields symmetry at a single point of U. For the converse, `hsym` shows that the two halves of the differential of Σ_ij ε_ij x_i x_j agree, which the factor −½ turns into the stated dg.
